# Permutation-invariant operators on N two-level emitters form a space of dimension $\binom{N+3}{3}$

## Too many matrix elements, or too few

The density matrix of 20 two-level emitters has $4^{20}\approx 10^{12}$ elements, too many for a routine simulation of superradiance. Keeping only the $N+1$ fully symmetric Dicke states goes wrong the other way, because decay of individual emitters leads out of them. If the density matrix is unchanged by every relabelling of the emitters, $\binom{23}{3}=1771$ elements suffice.

That the dynamics preserves this invariance is a separate physical input. It holds for an invariant initial state when all emitters have the same frequency, the same coupling to the field and the same rates of individual decay, pumping and dephasing, and any interaction or collective decay is the same for every pair of emitters.

## Counting orbits and operators

Give emitter $i$ a matrix unit $|a_i\rangle\langle b_i|$, one of four. Relabelling preserves the occupation numbers $n_u$, the number of emitters carrying unit $u$. Conversely, if two strings $f,g$ have equal $n_u$, match the emitters carrying $u$ in $g$ with those carrying $u$ in $f$, for each $u$. Together the matchings form a permutation $\sigma$ with $f\circ\sigma=g$. Orbits are therefore solutions of $n_1+n_2+n_3+n_4=N$ in non-negative integers. Arranging $N$ stars and 3 bars gives $\binom{N+3}{3}$.

An operator $A$ is invariant when $A_{a\circ\sigma,\,b\circ\sigma}=A_{ab}$ for all $\sigma$. Its entries are constant on orbits and otherwise free, so the dimension is $D=\binom{N+3}{3}$. Since $6D=(N+1)(N+2)(N+3)=(N+2)\left[(N+2)^2-1\right]$, we have $N^3<6D<(N+2)^3$.

For $N\ge2$, dividing $4^N$ by $N!$ miscounts, because strings with repeated units have smaller orbits: for $N=2$ it gives 8 instead of 10.

Invariance under cyclic shifts alone is not enough for this count. For $N=3$, each of the four choices of three different units then gives two orbits instead of one, so there are 24 instead of 20.

## Dicke blocks

Treat each emitter as a spin 1/2, its two levels being spin up and spin down. In a suitable basis of total spin $j$, a permutation-invariant operator is block diagonal. Each $j=N/2-k$, with $0\le k\le N/2$, contributes one independent block, of side $2j+1=N-2k+1$. Let $S(N)=\sum_{k\le N/2}(N-2k+1)^2$. Then $S(0)=1$, $S(1)=4$ and $S(N+2)=(N+3)^2+S(N)$. The binomial has the same starting values and the same step:

$$6\left[\tbinom{N+5}{3}-\tbinom{N+3}{3}\right]=(N+3)\left[(N+4)(N+5)-(N+1)(N+2)\right]=6(N+3)^2.$$

Hence $S(N)=\binom{N+3}{3}$.

In the Hilbert space of the $N$ emitters, spin $j=N/2-k$ occurs $d_k=\binom Nk-\binom N{k-1}$ times, where $\binom N{-1}=0$, and an invariant operator repeats the same block in every copy. The sides, each counted $d_k$ times, must therefore add up to the dimension $2^N$ of that space. In the sum up to $k=m$, each $\binom Nk$ with $k<m$ appears with the factor $(N-2k+1)-(N-2k-1)=2$, so

$$\sum_{k=0}^m d_k(N-2k+1)=\tbinom Nm(N-2m+1)+2\sum_{k<m}\tbinom Nk.$$

For $N=2m+1$ the right side is $2\sum_{k\le m}\binom{2m+1}{k}=2\cdot4^m$, twice half a row. For $N=2m$ it is $\binom{2m}{m}+2\sum_{k<m}\binom{2m}{k}$, which by Pascal's rule equals $\sum_{k\le m}\binom{2m+1}{k}=4^m$. Both are $2^N$.

## The statement in Lean

`UnitString N` is the type of strings, with `Fin 2` labelling the two levels, and `Orbits N` is its quotient by relabelling. `symmetricOperators N` contains the complex matrices, indexed by level configurations, that are invariant when bra and ket are permuted together; `Module.finrank ℂ` is their complex dimension.

`Finset.range (N / 2 + 1)` means $k=0,\dots,\lfloor N/2\rfloor$, where the natural-number subtraction `N - 2 * k` is never truncated. `multiplicity` is $d_k$, defined as an integer. The two block theorems are identities between numbers; reading them as the spin decomposition of the Hilbert space uses the standard theory of angular momentum.

```lean
import Mathlib

namespace DickeOperatorCount

/-- A product of single-emitter matrix units: emitter `i` carries `|a⟩⟨b|` with `(a, b) = f i`. -/
abbrev UnitString (N : ℕ) := Fin N → Fin 2 × Fin 2

/-- Two strings of matrix units are equivalent when a permutation of the emitters turns one
into the other. -/
def orbitSetoid (N : ℕ) : Setoid (UnitString N) where
  r f g := ∃ σ : Equiv.Perm (Fin N), f ∘ σ = g
  iseqv :=
    { refl := fun f => ⟨1, rfl⟩
      symm := by
        rintro f _ ⟨σ, rfl⟩
        exact ⟨σ.symm, by funext i; simp⟩
      trans := by
        rintro f _ _ ⟨σ, rfl⟩ ⟨τ, rfl⟩
        exact ⟨σ * τ, rfl⟩ }

/-- The orbits of the symmetric group on strings of matrix units. -/
abbrev Orbits (N : ℕ) := Quotient (orbitSetoid N)

/-- The number of emitters that carry the matrix unit `u`. -/
def occupation {N : ℕ} (f : UnitString N) (u : Fin 2 × Fin 2) : ℕ :=
  Fintype.card {i // f i = u}

/-- Two strings differ by a permutation of the emitters exactly when all four matrix units
have the same occupation numbers in both. -/
theorem same_orbit_iff {N : ℕ} (f g : UnitString N) :
    (∃ σ : Equiv.Perm (Fin N), f ∘ σ = g) ↔ ∀ u, occupation f u = occupation g u := by
  constructor
  · rintro ⟨σ, rfl⟩ u
    exact Fintype.card_congr (σ.subtypeEquiv (fun i => Iff.rfl)).symm
  · intro h
    -- match the emitters carrying each matrix unit, then glue the four bijections
    let e : ∀ u, {i // g i = u} ≃ {i // f i = u} :=
      fun u => Fintype.equivOfCardEq (h u).symm
    refine ⟨(Equiv.sigmaFiberEquiv g).symm.trans
      ((Equiv.sigmaCongrRight e).trans (Equiv.sigmaFiberEquiv f)), ?_⟩
    funext i
    exact (e (g i) ⟨i, rfl⟩).2

/-- The strings of matrix units on `N` emitters fall into `binom(N+3, 3)` orbits under
permutations of the emitters. -/
theorem card_orbits (N : ℕ) : Nat.card (Orbits N) = (N + 3).choose 3 := by
  have surj : ∀ s : Multiset (Fin 2 × Fin 2), Multiset.card s = N →
      ∃ f : UnitString N, Finset.univ.val.map f = s := by
    intro s hs
    obtain ⟨l, rfl⟩ := Quotient.exists_rep s
    have hl : l.length = N := hs
    subst hl
    exact ⟨l.get, (Fin.univ_val_map l.get).trans
      (congrArg (fun t : List (Fin 2 × Fin 2) => (t : Multiset (Fin 2 × Fin 2)))
        (List.ofFn_get l))⟩
  have hc : ∀ (f : UnitString N) u,
      (Finset.univ.val.map f).count u = occupation f u := by
    intro f u
    rw [Multiset.count_map, occupation, Fintype.card_subtype]
    exact congrArg Multiset.card (Multiset.filter_congr fun i _ => eq_comm)
  have key : ∀ f g : UnitString N, Finset.univ.val.map f = Finset.univ.val.map g ↔
      ∃ σ : Equiv.Perm (Fin N), f ∘ σ = g := by
    intro f g
    rw [same_orbit_iff, Multiset.ext]
    simp only [hc]
  -- an orbit is a multiset of `N` matrix units
  let φ : Orbits N → Sym (Fin 2 × Fin 2) N :=
    Quotient.lift (fun f => ⟨Finset.univ.val.map f, by simp⟩)
      (fun f g h => Subtype.ext ((key f g).2 h))
  have hφ : Function.Bijective φ := by
    constructor
    · intro p q h
      obtain ⟨f, rfl⟩ := Quotient.exists_rep p
      obtain ⟨g, rfl⟩ := Quotient.exists_rep q
      exact Quotient.sound ((key f g).1 (congrArg Subtype.val h))
    · rintro ⟨s, hs⟩
      obtain ⟨f, hf⟩ := surj s hs
      exact ⟨Quotient.mk (orbitSetoid N) f, Subtype.ext hf⟩
  have h4 : Fintype.card (Fin 2 × Fin 2) = 4 := by simp
  rw [Nat.card_eq_of_bijective φ hφ, Nat.card_eq_fintype_card, Sym.card_sym_eq_choose, h4,
    show 4 + N - 1 = N + 3 by omega]
  exact Nat.choose_symm_add

/-- The operators on `N` two-level emitters whose matrix elements do not change when the
emitters are permuted in bra and ket together. -/
def symmetricOperators (N : ℕ) :
    Submodule ℂ (Matrix (Fin N → Fin 2) (Fin N → Fin 2) ℂ) where
  carrier := {A | ∀ (σ : Equiv.Perm (Fin N)) (a b : Fin N → Fin 2),
    A (a ∘ σ) (b ∘ σ) = A a b}
  add_mem' := fun hA hB σ a b => congrArg₂ (· + ·) (hA σ a b) (hB σ a b)
  zero_mem' := fun _ _ _ => rfl
  smul_mem' := fun c _ hA σ a b => congrArg (c • ·) (hA σ a b)

/-- A permutation-invariant operator is the same as one complex coefficient per orbit of
matrix-unit strings. -/
noncomputable def orbitCoefficients (N : ℕ) :
    symmetricOperators N ≃ₗ[ℂ] (Orbits N → ℂ) where
  toFun A := Quotient.lift (fun f => A.1 (fun i => (f i).1) (fun i => (f i).2)) (by
    rintro f _ ⟨σ, rfl⟩
    exact (A.2 σ _ _).symm)
  invFun c := ⟨Matrix.of fun a b => c (Quotient.mk (orbitSetoid N) fun i => (a i, b i)), by
    intro σ a b
    have h : Quotient.mk (orbitSetoid N) (fun i => (a i, b i)) =
        Quotient.mk (orbitSetoid N) (fun i => (a (σ i), b (σ i))) :=
      Quotient.sound (Exists.intro σ rfl)
    exact congrArg c h.symm⟩
  map_add' A B := by
    funext q
    obtain ⟨f, rfl⟩ := Quotient.exists_rep q
    rfl
  map_smul' c A := by
    funext q
    obtain ⟨f, rfl⟩ := Quotient.exists_rep q
    rfl
  left_inv A := Subtype.ext (Matrix.ext fun a b => rfl)
  right_inv c := by
    funext q
    obtain ⟨f, rfl⟩ := Quotient.exists_rep q
    rfl

/-- The permutation-invariant operators on `N` two-level emitters form a complex vector space
of dimension `binom(N+3, 3)`. -/
theorem finrank_symmetricOperators (N : ℕ) :
    Module.finrank ℂ (symmetricOperators N) = (N + 3).choose 3 := by
  have : Fintype (Orbits N) := Fintype.ofFinite _
  rw [(orbitCoefficients N).finrank_eq, Module.finrank_fintype_fun_eq_card,
    ← Nat.card_eq_fintype_card, card_orbits]

/-- The binomial coefficient `binom(N+3, 3)` is one sixth of `(N+1)(N+2)(N+3)`. -/
theorem six_mul_choose (N : ℕ) :
    6 * (N + 3).choose 3 = (N + 1) * (N + 2) * (N + 3) := by
  have h1 : (N + 3) * (N + 2).choose 2 = (N + 3).choose 3 * 3 :=
    Nat.add_one_mul_choose_eq (N + 2) 2
  have h2 : (N + 2) * (N + 1).choose 1 = (N + 2).choose 2 * 2 :=
    Nat.add_one_mul_choose_eq (N + 1) 1
  rw [Nat.choose_one_right] at h2
  calc 6 * (N + 3).choose 3 = 2 * ((N + 3).choose 3 * 3) := by ring
    _ = (N + 3) * ((N + 2).choose 2 * 2) := by rw [← h1]; ring
    _ = (N + 1) * (N + 2) * (N + 3) := by rw [← h2]; ring

/-- Square blocks of side `N - 2k + 1`, one for each `k ≤ N/2`, hold `binom(N+3, 3)` matrix
elements in total. -/
theorem sum_block_sizes : ∀ N : ℕ,
    ∑ k ∈ Finset.range (N / 2 + 1), (N - 2 * k + 1) ^ 2 = (N + 3).choose 3
  | 0 => by decide
  | 1 => by decide
  | N + 2 => by
    -- two more emitters add one block, of side `N + 3`
    have ih := sum_block_sizes N
    have hs : ∀ k, N + 2 - 2 * (k + 1) + 1 = N - 2 * k + 1 := by intro k; omega
    have h0 : N + 2 - 2 * 0 + 1 = N + 3 := by omega
    rw [show (N + 2) / 2 + 1 = (N / 2 + 1) + 1 by omega, Finset.sum_range_succ', h0]
    simp only [hs]
    rw [ih]
    nlinarith [six_mul_choose N, six_mul_choose (N + 2)]

/-- The integer `binom(N, k) - binom(N, k-1)`, with `binom(N, -1) = 0`. -/
def multiplicity (N : ℕ) : ℕ → ℤ
  | 0 => 1
  | k + 1 => (N.choose (k + 1) : ℤ) - N.choose k

/-- Summation by parts for the block sides `N - 2k + 1` weighted with their multiplicities,
up to `k = m`. -/
theorem partial_dimension (N m : ℕ) :
    ∑ k ∈ Finset.range (m + 1), multiplicity N k * ((N : ℤ) - 2 * k + 1) =
      N.choose m * ((N : ℤ) - 2 * m + 1) + 2 * ∑ k ∈ Finset.range m, (N.choose k : ℤ) := by
  induction m with
  | zero => simp [multiplicity]
  | succ m ih =>
    rw [Finset.sum_range_succ, ih, Finset.sum_range_succ (fun k => (N.choose k : ℤ)) m]
    simp only [multiplicity]
    push_cast
    ring

/-- Pascal's rule summed over the first `m + 1` entries of a row. -/
theorem sum_pascal (n m : ℕ) :
    ∑ k ∈ Finset.range (m + 1), ((n + 1).choose k : ℤ) =
      2 * ∑ k ∈ Finset.range m, (n.choose k : ℤ) + n.choose m := by
  induction m with
  | zero => simp
  | succ m ih =>
    rw [Finset.sum_range_succ, ih, Finset.sum_range_succ (fun k => (n.choose k : ℤ)) m,
      Nat.choose_succ_succ' n m]
    push_cast
    ring

/-- The block sides `N - 2k + 1`, each counted `binom(N, k) - binom(N, k-1)` times for
`k ≤ N/2`, add up to `2^N`. -/
theorem sum_dimension (N : ℕ) :
    ∑ k ∈ Finset.range (N / 2 + 1), multiplicity N k * ((N : ℤ) - 2 * k + 1) = 2 ^ N := by
  obtain ⟨m, hm⟩ := N.even_or_odd'
  have h : ∑ k ∈ Finset.range (m + 1), ((2 * m + 1).choose k : ℤ) = 4 ^ m := by
    exact_mod_cast Nat.sum_range_choose_halfway m
  have p : (2 : ℤ) ^ (2 * m) = 4 ^ m := by
    rw [pow_mul]
    norm_num
  rcases hm with rfl | rfl
  · rw [show 2 * m / 2 = m by omega, partial_dimension, p, ← h, sum_pascal]
    push_cast
    ring
  · rw [show (2 * m + 1) / 2 = m by omega, partial_dimension, pow_succ, p, ← h,
      Finset.sum_range_succ]
    push_cast
    ring

/-- The dimension of the permutation-invariant operator space grows as the cube of the number
of emitters: six times it lies strictly between `N^3` and `(N+2)^3`. -/
theorem cubic_growth (N : ℕ) :
    N ^ 3 < 6 * Module.finrank ℂ (symmetricOperators N) ∧
      6 * Module.finrank ℂ (symmetricOperators N) < (N + 2) ^ 3 := by
  rw [finrank_symmetricOperators, six_mul_choose]
  constructor <;> nlinarith [Nat.zero_le (N ^ 2)]

end DickeOperatorCount
```

```lean
#print axioms DickeOperatorCount.finrank_symmetricOperators
-- 'DickeOperatorCount.finrank_symmetricOperators' depends on axioms: [propext, Classical.choice, Quot.sound]
#print axioms DickeOperatorCount.sum_dimension
-- 'DickeOperatorCount.sum_dimension' depends on axioms: [propext, Classical.choice, Quot.sound]
#print axioms DickeOperatorCount.cubic_growth
-- 'DickeOperatorCount.cubic_growth' depends on axioms: [propext, Classical.choice, Quot.sound]
```

## From matchings to sums

`same_orbit_iff` glues the four matchings with `Equiv.sigmaFiberEquiv`, which splits the emitters by the unit they carry. `card_orbits` sends an orbit to its multiset of units, shows that this map `φ` is bijective, and applies Mathlib's stars-and-bars count. `orbitCoefficients` turns an invariant matrix into a function on orbits and back, from which `finrank_symmetricOperators` reads off the dimension.

`sum_block_sizes` is the induction in steps of two: `Finset.sum_range_succ'` splits off the $k=0$ block, and `nlinarith` compares the binomials through `six_mul_choose`. `partial_dimension` proves the summation by parts by induction on $m$. `sum_dimension` then treats even and odd $N$ separately, with the half-row sum from Mathlib and, for even $N$, `sum_pascal`. `cubic_growth` inserts the product formula for $6D$ and checks both inequalities.
